# A double-well free energy whose slope runs from −∞ to +∞ has exactly one Maxwell tangent

Finding coexisting phases from a mean-field free energy \(f(x)\), with \(f\) and \(x\) both taken per site or both per particle, means finding two states with the same tangent line, and "the same" is taken here to mean that the two tangents are equal as functions of \(x\). The tangent at \(v\) is

\[
T_v(x)=f(v)+g(v)(x-v),\qquad g=f'.
\]

Let \(g\) be continuous, strictly increasing up to \(a\), strictly decreasing on \([a,b]\) and strictly increasing after \(b\), with \(a<b\) and \(g\to\pm\infty\) as \(x\to\pm\infty\). Then exactly one pair \(v\le a\), \(w\ge b\) satisfies \(T_v=T_w\), and this line lies nowhere above \(f\).

Comparing coefficients, \(T_v=T_w\) means equal slopes and equal intercepts \(f-gx\). Since

\[
\int_v^w (g(x)-g(v))\,dx=f(w)-f(v)-g(v)(w-v),
\]

it also means equal slopes and zero net area. Taking this equal-area rule as the definition would put an integral into the statement but select the same pairs.

## Bisection in the common slope

A coexistence solver for a one-variable mean-field free energy of this shape can search over the slope \(p\in[g(b),g(a)]\). For each \(p\), find the state \(v(p)\le a\) and the state \(w(p)\ge b\) with slope \(p\), then bisect on the intercept difference

\[
D(p)=[f(w(p))-p\,w(p)]-[f(v(p))-p\,v(p)].
\]

The derivation shows that \(D\) is continuous and changes sign, and that its zero is unique.

## From tangent inequalities to a single pair

**Tangents on a rising branch.** For \(x\ne v\) on an interval where \(g\) does not decrease, the mean value theorem gives \(f(x)-f(v)=g(c)(x-v)\) with \(c\) between them. On either side of \(v\), \(g(c)(x-v)\ge g(v)(x-v)\), so \(f(x)\ge T_v(x)\). This is `tangentLine_le`.

**Existence.** The limits of \(g\) and the intermediate value theorem supply \(v(p)\) and \(w(p)\) in bounded intervals. Let \(u\) be either branch and \(\varphi(p)=f(u(p))-p\,u(p)\). The tangent at \(u(p)\), evaluated at \(u(q)\), gives

\[
\varphi(p)-\varphi(q)\le(q-p)u(q)\le M|p-q|,
\]

where \(M\) bounds \(|u|\). Exchanging \(p\) and \(q\) makes \(\varphi\) Lipschitz (`legendre_continuousOn`), so \(D\) is continuous.

At \(p=g(a)\), \(v(p)=a\). The tangent at \(w(p)\), evaluated at \(b\), bounds the right intercept by \(f(b)-pb\). Since \(g<g(a)\) inside \((a,b)\), \(f(b)-f(a)<p(b-a)\), hence \(D<0\). At \(p=g(b)\), \(w(p)=b\), the left intercept is at most \(f(a)-pa\), and \(f(b)-f(a)>p(b-a)\), hence \(D>0\). A zero lies between; `exists_commonTangent` finds it from the weak inequalities `hlo` and `hhi`.

**Uniqueness.** Let \((v,w)\) and \((v',w')\) be two such pairs, with slopes \(p<p'\) and intercepts \(i,i'\). The tangent at \(v\), evaluated at \(v'\), and the tangent at \(w'\), evaluated at \(w\), give

\[
i'+p'v'\ge i+pv',\qquad i+pw\ge i'+p'w.
\]

Adding them gives \((p'-p)(w-v')\le0\), which contradicts \(w\ge b>a\ge v'\). This is `slope_not_lt`; `nlinarith` does the addition. Used both ways round, it forces equal slopes, and strict monotonicity on each branch then forces equal points.

**The middle.** The tangent inequality covers both outer branches. If \(f(x)<T_v(x)\) for some \(x\in(a,b)\), the mean slope of \(f\) is below \(p=g(v)\) on \([a,x]\) and above it on \([x,b]\), which is impossible where \(g\) falls. This is `maxwell_tangent_le`.

**Landau quartic.** For \(f=x^4/4-rx^2/2-hx\) with \(r>0\),

\[
g(y)-g(x)=(y-x)(x^2+xy+y^2-r),
\]

so \(g\) turns at \(\pm\sqrt{r/3}\), and the cubic term gives the limits. At \(\pm\sqrt r\) both slopes are \(-h\) and both intercepts \(-r^2/4\), so by uniqueness these are the contacts. As \(r\to0^+\) they merge at \(0\); at \(r=0\) the falling interval is gone.

In Lean 4 with Mathlib:

```lean
import Mathlib

open Set Filter

namespace MaxwellTangent

noncomputable section

/-- A free energy `f` with continuous slope `g`, which rises strictly up to `a`, falls strictly
on `[a, b]`, rises strictly after `b`, and runs from minus infinity to plus infinity. -/
structure DoubleWell (f g : ℝ → ℝ) (a b : ℝ) : Prop where
  hasDeriv : ∀ x, HasDerivAt f (g x) x
  cont : Continuous g
  lt : a < b
  left : StrictMonoOn g (Iic a)
  mid : StrictAntiOn g (Icc a b)
  right : StrictMonoOn g (Ici b)
  bot : Tendsto g atBot atBot
  top : Tendsto g atTop atTop

/-- The line through the point `(v, f v)` with slope `g v`, as a function of `x`. -/
def tangentLine (f g : ℝ → ℝ) (v x : ℝ) : ℝ := f v + g v * (x - v)

/-- The lines `tangentLine f g v` and `tangentLine f g w` are the same. When `g` is the derivative
of `f`, they are the tangents of `f` at `v` and at `w`. -/
def CommonTangent (f g : ℝ → ℝ) (v w : ℝ) : Prop := tangentLine f g v = tangentLine f g w

/-- The lines `tangentLine f g v` and `tangentLine f g w` coincide exactly when their slopes agree
and their intercepts `f v - g v * v` and `f w - g w * w` agree. -/
theorem commonTangent_iff {f g : ℝ → ℝ} {v w : ℝ} :
    CommonTangent f g v w ↔ g v = g w ∧ f v - g v * v = f w - g w * w := by
  constructor
  · intro h
    have h0 := congrFun h 0
    have h1 := congrFun h 1
    simp only [tangentLine] at h0 h1
    constructor <;> linarith
  · rintro ⟨hs, hi⟩
    funext x
    simp only [tangentLine]
    linear_combination hi + x * hs

/-- Equal-area rule: for a free energy `f` with continuous slope `g`, two states share a tangent
line exactly when their slopes agree and `g` minus that slope integrates to zero between them. -/
theorem commonTangent_iff_equal_area {f g : ℝ → ℝ} (hf : ∀ x, HasDerivAt f (g x) x)
    (hg : Continuous g) (v w : ℝ) :
    CommonTangent f g v w ↔ g v = g w ∧ ∫ x in v..w, (g x - g v) = 0 := by
  have hI : ∫ x in v..w, (g x - g v) = (f w - g v * w) - (f v - g v * v) := by
    apply intervalIntegral.integral_eq_sub_of_hasDerivAt (f := fun x => f x - g v * x)
    · intro x _
      exact ((hf x).fun_sub ((hasDerivAt_id' x).const_mul (g v))).congr_deriv (by ring)
    · exact (hg.sub continuous_const).intervalIntegrable v w
  rw [commonTangent_iff, hI]
  refine and_congr_right fun hs => ?_
  rw [← hs]
  constructor <;> intro h <;> linarith

/-- Between two states the mean slope of a differentiable free energy is attained. -/
theorem mean_slope {f g : ℝ → ℝ} (hf : ∀ x, HasDerivAt f (g x) x) {x y : ℝ} (h : x < y) :
    ∃ c ∈ Ioo x y, g c * (y - x) = f y - f x := by
  obtain ⟨c, hc, he⟩ := exists_hasDerivAt_eq_slope f g h
    (fun z _ => (hf z).continuousAt.continuousWithinAt) (fun z _ => hf z)
  exact ⟨c, hc, (eq_div_iff (sub_pos.2 h).ne').1 he⟩

/-- On an interval where the slope does not decrease, the free energy lies on or above each of its
tangent lines drawn at points of that interval. -/
theorem tangentLine_le {f g : ℝ → ℝ} {s : Set ℝ} (hs : s.OrdConnected)
    (hf : ∀ x, HasDerivAt f (g x) x) (hg : MonotoneOn g s) {v x : ℝ} (hv : v ∈ s) (hx : x ∈ s) :
    tangentLine f g v x ≤ f x := by
  unfold tangentLine
  rcases lt_trichotomy v x with h | rfl | h
  · obtain ⟨c, hc, he⟩ := mean_slope hf h
    have hm := hg hv (hs.out hv hx ⟨hc.1.le, hc.2.le⟩) hc.1.le
    nlinarith [mul_le_mul_of_nonneg_right hm (sub_pos.2 h).le]
  · simp
  · obtain ⟨c, hc, he⟩ := mean_slope hf h
    have hm := hg (hs.out hx hv ⟨hc.1.le, hc.2.le⟩) hv hc.2.le
    nlinarith [mul_le_mul_of_nonneg_right hm (sub_pos.2 h).le]

/-- Along a bounded branch of states on which the slope does not decrease, the
Legendre-transformed energy is a continuous function of the slope `p`. -/
theorem legendre_continuousOn {f g u : ℝ → ℝ} {l r : ℝ} {I : Set ℝ}
    (hf : ∀ x, HasDerivAt f (g x) x) (hg : MonotoneOn g (Icc l r))
    (hu : ∀ p ∈ I, u p ∈ Icc l r ∧ g (u p) = p) :
    ContinuousOn (fun p => f (u p) - p * u p) I := by
  have key : ∀ p ∈ I, ∀ q ∈ I,
      (f (u p) - p * u p) - (f (u q) - q * u q) ≤ (|l| + |r|) * |p - q| := by
    intro p hp q hq
    have ht := tangentLine_le ordConnected_Icc hf hg (hu p hp).1 (hu q hq).1
    rw [tangentLine, (hu p hp).2] at ht
    have hb : |u q| ≤ |l| + |r| := abs_le.2
      ⟨by linarith [(hu q hq).1.1, neg_abs_le l, abs_nonneg r],
        by linarith [(hu q hq).1.2, le_abs_self r, abs_nonneg l]⟩
    have h1 : (q - p) * u q ≤ |u q| * |p - q| := by
      rw [abs_sub_comm p q, mul_comm |u q|, ← abs_mul]
      exact le_abs_self _
    have h2 := mul_le_mul_of_nonneg_right hb (abs_nonneg (p - q))
    linarith
  have hL : LipschitzOnWith (|l| + |r|).toNNReal (fun p => f (u p) - p * u p) I := by
    apply LipschitzOnWith.of_dist_le_mul
    intro p hp q hq
    rw [Real.coe_toNNReal _ (by positivity), Real.dist_eq, Real.dist_eq]
    refine abs_sub_le_iff.2 ⟨key p hp q hq, ?_⟩
    rw [abs_sub_comm p q]
    exact key q hq p hp
  exact hL.continuousOn

/-- A double well has a common tangent touching it once at or below `a` and once at or
above `b`. -/
theorem exists_commonTangent {f g : ℝ → ℝ} {a b : ℝ} (H : DoubleWell f g a b) :
    ∃ v w, v ≤ a ∧ b ≤ w ∧ CommonTangent f g v w := by
  obtain ⟨c, hc, hca⟩ :=
    ((H.bot.eventually (eventually_le_atBot (g b))).and (eventually_le_atBot a)).exists
  obtain ⟨d, hd, hbd⟩ :=
    ((H.top.eventually (eventually_ge_atTop (g a))).and (eventually_ge_atTop b)).exists
  have hab := H.lt
  have hba : g b ≤ g a := (H.mid ⟨le_rfl, hab.le⟩ ⟨hab.le, le_rfl⟩ hab).le
  -- one state on each outer branch for every slope between the spinodal slopes
  have hV : ∀ p ∈ Icc (g b) (g a), ∃ v, v ∈ Icc c a ∧ g v = p := fun p hp =>
    intermediate_value_Icc hca H.cont.continuousOn ⟨hc.trans hp.1, hp.2⟩
  have hW : ∀ p ∈ Icc (g b) (g a), ∃ w, w ∈ Icc b d ∧ g w = p := fun p hp =>
    intermediate_value_Icc hbd H.cont.continuousOn ⟨hp.1, hp.2.trans hd⟩
  choose! v hv using hV
  choose! w hw using hW
  have mL : MonotoneOn g (Icc c a) := H.left.monotoneOn.mono fun x hx => hx.2
  have mR : MonotoneOn g (Icc b d) := H.right.monotoneOn.mono fun x hx => hx.1
  have hG := (legendre_continuousOn H.hasDeriv mR hw).sub (legendre_continuousOn H.hasDeriv mL hv)
  obtain ⟨ξ, hξ, he⟩ := mean_slope H.hasDeriv hab
  have hξa := H.mid ⟨le_rfl, hab.le⟩ ⟨hξ.1.le, hξ.2.le⟩ hξ.1
  have hξb := H.mid ⟨hξ.1.le, hξ.2.le⟩ ⟨hab.le, le_rfl⟩ hξ.2
  have ea := mul_lt_mul_of_pos_right hξa (sub_pos.2 hab)
  have eb := mul_lt_mul_of_pos_right hξb (sub_pos.2 hab)
  -- the intercept difference of the branches is at most 0 at slope `g a`, at least 0 at `g b`
  have hlo : (f (w (g a)) - g a * w (g a)) - (f (v (g a)) - g a * v (g a)) ≤ 0 := by
    have hm : g a ∈ Icc (g b) (g a) := ⟨hba, le_rfl⟩
    have t1 := tangentLine_le ordConnected_Icc H.hasDeriv mL ⟨hca, le_rfl⟩ (hv _ hm).1
    have t2 := tangentLine_le ordConnected_Icc H.hasDeriv mR (hw _ hm).1 ⟨le_rfl, hbd⟩
    rw [tangentLine] at t1 t2
    rw [(hw _ hm).2] at t2
    linarith
  have hhi : 0 ≤ (f (w (g b)) - g b * w (g b)) - (f (v (g b)) - g b * v (g b)) := by
    have hm : g b ∈ Icc (g b) (g a) := ⟨le_rfl, hba⟩
    have t1 := tangentLine_le ordConnected_Icc H.hasDeriv mR ⟨le_rfl, hbd⟩ (hw _ hm).1
    have t2 := tangentLine_le ordConnected_Icc H.hasDeriv mL (hv _ hm).1 ⟨hca, le_rfl⟩
    rw [tangentLine] at t1 t2
    rw [(hv _ hm).2] at t2
    linarith
  obtain ⟨p, hp, h0⟩ := intermediate_value_Icc' hba hG ⟨hlo, hhi⟩
  have h0' : (f (w p) - p * w p) - (f (v p) - p * v p) = 0 := h0
  refine ⟨v p, w p, (hv p hp).1.2, (hw p hp).1.1, commonTangent_iff.2 ?_⟩
  rw [(hv p hp).2, (hw p hp).2]
  exact ⟨rfl, by linarith⟩

/-- Of two common tangents of a double well, each touching both outer branches, the second does not
have the larger slope. -/
theorem slope_not_lt {f g : ℝ → ℝ} {a b v w v' w' : ℝ} (H : DoubleWell f g a b)
    (hv : v ≤ a) (hw : b ≤ w) (T : CommonTangent f g v w)
    (hv' : v' ≤ a) (hw' : b ≤ w') (T' : CommonTangent f g v' w') : ¬ g v < g v' := by
  intro hlt
  obtain ⟨s, i⟩ := commonTangent_iff.1 T
  obtain ⟨s', i'⟩ := commonTangent_iff.1 T'
  have h1 := tangentLine_le ordConnected_Iic H.hasDeriv H.left.monotoneOn hv hv'
  have h2 := tangentLine_le ordConnected_Ici H.hasDeriv H.right.monotoneOn hw' hw
  rw [tangentLine] at h1 h2
  rw [← s] at i
  rw [← s'] at i' h2
  have hgap : 0 < w - v' := by linarith [H.lt]
  nlinarith [mul_pos (sub_pos.2 hlt) hgap]

/-- Maxwell construction: a double well has exactly one pair of states, one at or below `a` and
one at or above `b`, with a common tangent line. -/
theorem existsUnique_maxwell_tangent {f g : ℝ → ℝ} {a b : ℝ} (H : DoubleWell f g a b) :
    ∃! P : ℝ × ℝ, P.1 ≤ a ∧ b ≤ P.2 ∧ CommonTangent f g P.1 P.2 := by
  obtain ⟨v, w, hv, hw, T⟩ := exists_commonTangent H
  refine ⟨(v, w), ⟨hv, hw, T⟩, ?_⟩
  rintro ⟨v', w'⟩ ⟨hv', hw', T'⟩
  have e : g v' = g v := le_antisymm (not_lt.1 (slope_not_lt H hv hw T hv' hw' T'))
    (not_lt.1 (slope_not_lt H hv' hw' T' hv hw T))
  have e' : g w' = g w :=
    (commonTangent_iff.1 T').1.symm.trans (e.trans (commonTangent_iff.1 T).1)
  exact Prod.ext (H.left.injOn hv' hv e) (H.right.injOn hw' hw e')

/-- The common tangent touching both outer branches of a double well lies nowhere above the
free energy. -/
theorem maxwell_tangent_le {f g : ℝ → ℝ} {a b v w : ℝ} (H : DoubleWell f g a b)
    (hv : v ≤ a) (hw : b ≤ w) (T : CommonTangent f g v w) (x : ℝ) :
    tangentLine f g v x ≤ f x := by
  have hl : ∀ y ≤ a, tangentLine f g v y ≤ f y := fun y hy =>
    tangentLine_le ordConnected_Iic H.hasDeriv H.left.monotoneOn hv hy
  have hr : ∀ y, b ≤ y → tangentLine f g v y ≤ f y := fun y hy => by
    rw [show tangentLine f g v = tangentLine f g w from T]
    exact tangentLine_le ordConnected_Ici H.hasDeriv H.right.monotoneOn hw hy
  rcases le_or_gt x a with hxa | hxa
  · exact hl x hxa
  rcases le_or_gt b x with hxb | hxb
  · exact hr x hxb
  -- in the concave middle part, a dip below the line would need a rising slope
  by_contra hn
  have hn' := not_le.1 hn
  have ha := hl a le_rfl
  have hb := hr b le_rfl
  obtain ⟨c, hc, ec⟩ := mean_slope H.hasDeriv hxa
  obtain ⟨d, hd, ed⟩ := mean_slope H.hasDeriv hxb
  have hcd := H.mid ⟨hc.1.le, (hc.2.trans hxb).le⟩ ⟨(hxa.trans hd.1).le, hd.2.le⟩
    (hc.2.trans hd.1)
  unfold tangentLine at hn' ha hb
  have h1 : g c < g v := lt_of_mul_lt_mul_right (by linarith) (sub_pos.2 hxa).le
  have h2 : g v < g d := lt_of_mul_lt_mul_right (by linarith) (sub_pos.2 hxb).le
  linarith

/-- The Landau free energy `x⁴/4 - r x²/2 - h x` of an order parameter `x` in a field `h`. -/
def landau (r h x : ℝ) : ℝ := x ^ 4 / 4 - r * x ^ 2 / 2 - h * x

/-- The cubic `x³ - r x - h`. -/
def landauSlope (r h x : ℝ) : ℝ := x ^ 3 - r * x - h

/-- For `r > 0` the Landau free energy is a double well whose slope turns at `±√(r/3)`. -/
theorem landau_doubleWell_witness {r : ℝ} (hr : 0 < r) (h : ℝ) :
    DoubleWell (landau r h) (landauSlope r h) (-√(r / 3)) (√(r / 3)) := by
  have hs : 0 < √(r / 3) := Real.sqrt_pos.2 (by positivity)
  have hq : √(r / 3) ^ 2 = r / 3 := Real.sq_sqrt (by positivity)
  set s := √(r / 3)
  refine ⟨fun x => ?_, ?_, by linarith, ?_, ?_, ?_, ?_, ?_⟩
  · have hd := (((hasDerivAt_pow 4 x).div_const 4).fun_sub
      (((hasDerivAt_pow 2 x).const_mul r).div_const 2)).fun_sub ((hasDerivAt_id' x).const_mul h)
    refine HasDerivAt.congr_deriv hd ?_
    norm_num [landauSlope]
    ring
  · unfold landauSlope
    fun_prop
  · intro x hx y hy hxy
    simp only [mem_Iic] at hx hy
    have h1 : s ^ 2 ≤ y ^ 2 := by nlinarith
    have h2 : 0 < y * (x - y) := mul_pos_of_neg_of_neg (by linarith) (by linarith)
    have h3 : 0 < x * (x - y) := mul_pos_of_neg_of_neg (by linarith) (by linarith)
    have h4 : 0 < x ^ 2 + x * y + y ^ 2 - r := by nlinarith
    unfold landauSlope
    nlinarith [mul_pos (sub_pos.2 hxy) h4]
  · intro x hx y hy hxy
    have h1 : x ^ 2 ≤ s ^ 2 := by nlinarith [hx.1, hx.2]
    have h2 : y ^ 2 ≤ s ^ 2 := by nlinarith [hy.1, hy.2]
    have h3 : 0 < (y - x) ^ 2 := pow_pos (sub_pos.2 hxy) 2
    have h4 : 0 < r - (x ^ 2 + x * y + y ^ 2) := by nlinarith
    unfold landauSlope
    nlinarith [mul_pos (sub_pos.2 hxy) h4]
  · intro x hx y hy hxy
    simp only [mem_Ici] at hx hy
    have h1 : s ^ 2 ≤ x ^ 2 := by nlinarith
    have h2 : 0 < x * (y - x) := mul_pos (by linarith) (by linarith)
    have h3 : 0 < y * (y - x) := mul_pos (by linarith) (by linarith)
    have h4 : 0 < x ^ 2 + x * y + y ^ 2 - r := by nlinarith
    unfold landauSlope
    nlinarith [mul_pos (sub_pos.2 hxy) h4]
  · refine tendsto_atBot_mono' atBot ?_ (tendsto_atBot_add_const_right atBot (-h) tendsto_id)
    filter_upwards [eventually_le_atBot (-(r + 1))] with x hx
    have h1 : 0 ≤ x ^ 2 - r - 1 := by nlinarith
    simp only [landauSlope, id]
    nlinarith [mul_nonneg (show 0 ≤ -x by linarith) h1]
  · refine tendsto_atTop_mono' atTop ?_ (tendsto_atTop_add_const_right atTop (-h) tendsto_id)
    filter_upwards [eventually_ge_atTop (r + 1)] with x hx
    have h1 : 0 ≤ x ^ 2 - r - 1 := by nlinarith
    simp only [landauSlope, id]
    nlinarith [mul_nonneg (show 0 ≤ x by linarith) h1]

/-- For `r > 0` and any field, the common tangent of the Landau free energy that touches both
outer branches does so exactly at the order parameters `-√r` and `√r`. -/
theorem landau_commonTangent_iff {r : ℝ} (hr : 0 < r) (h : ℝ) {v w : ℝ}
    (hv : v ≤ -√(r / 3)) (hw : √(r / 3) ≤ w) :
    CommonTangent (landau r h) (landauSlope r h) v w ↔ v = -√r ∧ w = √r := by
  have hq : √r ^ 2 = r := Real.sq_sqrt hr.le
  have hle : √(r / 3) ≤ √r := Real.sqrt_le_sqrt (by linarith)
  have T : CommonTangent (landau r h) (landauSlope r h) (-√r) (√r) := by
    refine commonTangent_iff.2 ⟨?_, ?_⟩
    · simp only [landauSlope]
      linear_combination (-2 * √r) * hq
    · simp only [landau, landauSlope]
      ring
  constructor
  · intro T'
    obtain ⟨P, _, hu⟩ := existsUnique_maxwell_tangent (landau_doubleWell_witness hr h)
    have e : (v, w) = (-√r, √r) :=
      (hu (v, w) ⟨hv, hw, T'⟩).trans (hu (-√r, √r) ⟨neg_le_neg hle, hle, T⟩).symm
    exact Prod.mk.inj e
  · rintro ⟨rfl, rfl⟩
    exact T

end

end MaxwellTangent
```

```lean
#print axioms MaxwellTangent.commonTangent_iff_equal_area
#print axioms MaxwellTangent.existsUnique_maxwell_tangent
#print axioms MaxwellTangent.maxwell_tangent_le
#print axioms MaxwellTangent.landau_commonTangent_iff
```

```
'MaxwellTangent.commonTangent_iff_equal_area' depends on axioms: [propext, Classical.choice, Quot.sound]
'MaxwellTangent.existsUnique_maxwell_tangent' depends on axioms: [propext, Classical.choice, Quot.sound]
'MaxwellTangent.maxwell_tangent_le' depends on axioms: [propext, Classical.choice, Quot.sound]
'MaxwellTangent.landau_commonTangent_iff' depends on axioms: [propext, Classical.choice, Quot.sound]
```

## What a solver may assume about its free energy

`DoubleWell f g a b` collects the hypotheses: `hasDeriv` makes `g` the slope of `f`, and `left`, `mid` and `right` describe the three branches, with `a` and `b` the spinodal points. Despite the name, `f` need not have two minima: a strong field \(h\) can remove one. In `existsUnique_maxwell_tangent`, `∃!` ranges over pairs `P`, with `P.1` the left contact and `P.2` the right. The bounds on them exclude the trivial match of a state with itself.

The variable runs over the whole real line, as an order parameter may. A van der Waals fluid, with positive volume and pressure \(-g\) vanishing at large volume, does not satisfy the hypotheses. Reading the contacts as coexisting phases is a further physical step, which neglects interfacial energy and takes the total of \(x\) to be conserved or its conjugate field to be adjustable. If an order parameter relaxes freely in a fixed field \(h\), the two Landau contacts are both equilibrium states only at \(h=0\), where the common tangent is horizontal. Rounding and interpolation errors in a computed \(f\) need their own bounds.
